# Within a fixed orbital space, minimal total spread means maximal centroid separation

Many local correlation methods begin from molecular orbitals that have been rotated among themselves until each occupies a small region. Two aims suggest themselves for the rotation: make every orbital compact, or push the orbital centres apart so that many electron pairs are distant and can be treated cheaply. Do these aims compete?

If compactness is measured by the total spread and distance by the sum of squared centroid distances, they coincide. For real orbitals in a fixed, finite-dimensional space, a rotation that is best by one measure is best by the other. This concerns the sum over all pairs; an individual pair may well move closer together.

## Spread and separation share a fixed budget

Take $N$ orthonormal real basis functions of the orbital space, and let $X_c$ be the matrix of the position coordinate $c$ in this basis. The columns of an orthogonal matrix $U$ are the rotated orbitals. Orbital $i$ has the centroid $r_i(U)$ with components $r_i(U)_c=(U^TX_cU)_{ii}$. The total spread and the separation are

$$\Omega(U)=\sum_i\sum_c\left[(U^TX_c^2U)_{ii}-r_i(U)_c^2\right],\qquad \Delta(U)=\sum_{i<j}\|r_i(U)-r_j(U)\|^2 .$$

Since $U$ is square, $U^TU=1$ implies $UU^T=1$. For any matrix $A$, therefore,

$$\sum_i(U^TAU)_{ii}=\operatorname{tr}(U^TAU)=\operatorname{tr}(UU^TA)=\operatorname{tr}A .$$

With $A=X_c^2$ this gives

$$\Omega(U)=\sum_c\Big[\operatorname{tr}X_c^2-\sum_i r_i(U)_c^2\Big],$$

and with $A=X_c$ it gives $\sum_i r_i(U)_c=\operatorname{tr}X_c$.

For real numbers $a_1,\dots,a_N$, each pair occurs twice in the unrestricted double sum, so

$$\sum_{i<j}(a_i-a_j)^2=\tfrac12\sum_{i,j}(a_i^2-2a_ia_j+a_j^2)=N\sum_ia_i^2-\Big(\sum_ia_i\Big)^2 .$$

Setting $a_i=r_i(U)_c$ and summing over directions yields

$$\Delta(U)=\sum_c\Big[N\sum_i r_i(U)_c^2-(\operatorname{tr}X_c)^2\Big].$$

In $N\Omega(U)+\Delta(U)$ the squared centroids cancel:

$$N\,\Omega(U)+\Delta(U)=\sum_c\left[N\operatorname{tr}X_c^2-(\operatorname{tr}X_c)^2\right].$$

The right-hand side does not contain $U$. For two orthogonal matrices $U$ and $V$ we get $N[\Omega(V)-\Omega(U)]=\Delta(U)-\Delta(V)$, so for $N\ge1$ the smaller spread belongs to the larger separation. Comparing $U$ with every $V$ gives the equivalence of the two optimisation problems.

One point of interpretation matters for molecules. If the basis spans only the occupied space, $X_c^2$ is the square of the occupied block, whereas the usual Boys spread contains the matrix $Q_c$ of the squared coordinate. The two spreads differ by $\sum_c\operatorname{tr}(Q_c-X_c^2)$, which no rotation changes, so their minimisers are the same.

## Two sites on a line

With $N=1$ there is nothing to optimise: $U=\pm1$, and both $\Omega$ and $\Delta$ vanish. The smallest case with a choice has two sites, at $0$ and $a$, on one axis. Then $X=\operatorname{diag}(0,a)$, and rotation by an angle $\theta$ gives the orbitals $(\cos\theta,\sin\theta)$ and $(-\sin\theta,\cos\theta)$. Their centroids are $a\sin^2\theta$ and $a\cos^2\theta$, so

$$\Delta=a^2\cos^22\theta,\qquad \Omega=2a^2\sin^2\theta\cos^2\theta=\tfrac12a^2\sin^22\theta,\qquad 2\Omega+\Delta=a^2 .$$

At $\theta=0$ the orbitals sit on the sites, with zero spread and full separation. At $\theta=\pi/4$ the centroids coincide and the spread is largest.

## Orbitals and centroids as Lean objects

In the formal development `n` indexes the basis functions, `d` the spatial directions, and `Fin N` the orbitals.

```lean
import Mathlib

open Matrix Topology

namespace CentroidSeparation

noncomputable section

variable {n d : Type*} [Fintype n] [Fintype d] {N : ℕ}
```

The position matrices form a family `X`, one real matrix for each direction. Physical position matrices are symmetric, but the theorems do not require it. Three directions are the ordinary case; any finite number is allowed.

```lean
/-- The centroid of orbital `i`: the vector of diagonal entries `(Uᵀ X_c U)_ii`, where the
columns of `U` are the orbitals and `c` runs over the spatial directions. -/
def centroid (X : d → Matrix n n ℝ) (U : Matrix n (Fin N) ℝ) (i : Fin N) :
    EuclideanSpace ℝ d :=
  WithLp.toLp 2 fun c => (Uᵀ * X c * U) i i
```

The type `EuclideanSpace ℝ d` gives the centroid the Euclidean norm, and `WithLp.toLp 2` turns the list of components into such a vector. The matrix `U` may be rectangular here, with fewer orbitals than basis functions. Orthonormality is not part of the definition; it enters the theorems about orbitals through conditions such as `Uᵀ * U = 1`, which express it when the basis is orthonormal.

```lean
/-- The total spread: the sum over orbitals and directions of
`(Uᵀ X_c² U)_ii - (Uᵀ X_c U)_ii²`. -/
def spread (X : d → Matrix n n ℝ) (U : Matrix n (Fin N) ℝ) : ℝ :=
  ∑ i, ∑ c, ((Uᵀ * (X c * X c) * U) i i - centroid X U i c ^ 2)
```

This is $\Omega(U)$, with `X c * X c` for $X_c^2$. The separation $\Delta(U)$ counts each pair once through the condition `i < j`.

```lean
/-- The sum over pairs `i < j` of the squared distances between orbital centroids. -/
def separation (X : d → Matrix n n ℝ) (U : Matrix n (Fin N) ℝ) : ℝ :=
  ∑ i, ∑ j with i < j, ‖centroid X U i - centroid X U j‖ ^ 2
```

## The trace identity and the inverse on the other side

The first lemma is the invariance of diagonal sums, and from here on `U` is square.

```lean
/-- The diagonal entries of a matrix sum to its trace after any orthogonal rotation. -/
theorem sum_diag_rotated {U : Matrix (Fin N) (Fin N) ℝ} (hU : Uᵀ * U = 1)
    (A : Matrix (Fin N) (Fin N) ℝ) : ∑ i, (Uᵀ * A * U) i i = A.trace := by
  have h : U * Uᵀ = 1 := mul_eq_one_comm.mp hU
  calc ∑ i, (Uᵀ * A * U) i i = (Uᵀ * A * U).trace := rfl
    _ = A.trace := by rw [Matrix.trace_mul_cycle, h, Matrix.one_mul]
```

The device to look at is `mul_eq_one_comm`. It says that $AB=1$ holds exactly when $BA=1$, which is true for square matrices of finite size. The hypothesis `hU` states that the columns of `U` are orthonormal; the lemma converts it into `U * Uᵀ = 1`, which states that they span the whole space. `Matrix.trace_mul_cycle` then moves the last factor to the front, and $UU^T$ disappears from the trace. For a rectangular matrix of orthonormal columns, $UU^T$ is only the projector onto the chosen orbitals, and the trace can depend on which orbitals were chosen.

The second ingredient concerns real numbers alone.

```lean
/-- For `N` points on a line, the squared distances summed over pairs equal `N` times the sum
of squares minus the square of the sum. -/
theorem sum_pairs_sq (a : Fin N → ℝ) :
    ∑ i, ∑ j with i < j, (a i - a j) ^ 2 = N * ∑ i, a i ^ 2 - (∑ i, a i) ^ 2 := by
  simp only [Finset.sum_filter]
  -- the pairs i < j and the pairs j < i contribute equally
  have h1 : ∑ i, ∑ j, (if i < j then (a i - a j) ^ 2 else 0)
      = ∑ i, ∑ j, (if j < i then (a i - a j) ^ 2 else 0) := by
    rw [Finset.sum_comm]
    refine Finset.sum_congr rfl fun i _ => Finset.sum_congr rfl fun j _ => ?_
    rw [sub_sq_comm]
  have h2 : ∑ i, ∑ j, (a i - a j) ^ 2
      = ∑ i, ∑ j, (if i < j then (a i - a j) ^ 2 else 0)
        + ∑ i, ∑ j, (if j < i then (a i - a j) ^ 2 else 0) := by
    rw [← Finset.sum_add_distrib]
    refine Finset.sum_congr rfl fun i _ => ?_
    rw [← Finset.sum_add_distrib]
    refine Finset.sum_congr rfl fun j _ => ?_
    rcases lt_trichotomy i j with h | h | h
    · simp [h, not_lt_of_ge h.le]
    · simp [h]
    · simp [h, not_lt_of_ge h.le]
  -- expand the unrestricted double sum
  have h3 : ∀ i, ∑ j, (a i - a j) ^ 2
      = N * a i ^ 2 - 2 * a i * ∑ j, a j + ∑ j, a j ^ 2 := by
    intro i
    simp only [sub_sq, Finset.sum_add_distrib, Finset.sum_sub_distrib, ← Finset.mul_sum,
      Finset.sum_const, Finset.card_univ, Fintype.card_fin, nsmul_eq_mul]
  have h4 : ∑ i, ∑ j, (a i - a j) ^ 2
      = 2 * (N * ∑ i, a i ^ 2 - (∑ i, a i) ^ 2) := by
    simp only [h3, Finset.sum_add_distrib, Finset.sum_sub_distrib, ← Finset.mul_sum,
      ← Finset.sum_mul, Finset.sum_const, Finset.card_univ, Fintype.card_fin, nsmul_eq_mul]
    ring
  linarith
```

Here `h1` says that the pairs with $i<j$ and those with $j<i$ contribute equally, and `h2` splits the full double sum into these two parts, the diagonal being zero. `h3` and `h4` expand the square and sum it. The final `linarith` performs the division by two.

## The conservation law

Exchanging the two sums and applying the trace identity to `X c * X c` gives the reduced form of the spread.

```lean
/-- For orthogonal `U`, the spread is a sum of traces minus the squared centroid components. -/
theorem spread_eq (X : d → Matrix (Fin N) (Fin N) ℝ) {U : Matrix (Fin N) (Fin N) ℝ}
    (hU : Uᵀ * U = 1) :
    spread X U = ∑ c, ((X c * X c).trace - ∑ i, centroid X U i c ^ 2) := by
  unfold spread
  rw [Finset.sum_comm]
  refine Finset.sum_congr rfl fun c _ => ?_
  rw [Finset.sum_sub_distrib, sum_diag_rotated hU]
```

The next theorem is the constant budget derived above.

```lean
/-- Conservation law: for orthogonal `U`, `N` times the spread plus the centroid separation
is a number fixed by the position matrices alone. -/
theorem spread_add_separation (X : d → Matrix (Fin N) (Fin N) ℝ)
    {U : Matrix (Fin N) (Fin N) ℝ} (hU : Uᵀ * U = 1) :
    N * spread X U + separation X U
      = ∑ c, (N * (X c * X c).trace - (X c).trace ^ 2) := by
  -- split the squared distances into directions
  have hsep : separation X U
      = ∑ c, ∑ i, ∑ j with i < j, (centroid X U i c - centroid X U j c) ^ 2 := by
    simp only [separation, EuclideanSpace.norm_sq_eq, Real.norm_eq_abs, sq_abs,
      PiLp.sub_apply]
    exact (Finset.sum_congr rfl fun i _ => Finset.sum_comm).trans Finset.sum_comm
  rw [hsep, spread_eq X hU, Finset.mul_sum, ← Finset.sum_add_distrib]
  refine Finset.sum_congr rfl fun c _ => ?_
  have h1 := sum_pairs_sq (fun i => centroid X U i c)
  have h2 : ∑ i, centroid X U i c = (X c).trace := sum_diag_rotated hU (X c)
  beta_reduce at h1
  rw [h1, h2]
  ring
```

The statement `hsep` writes the squared Euclidean distances as sums over directions. The remaining work is done for each direction separately: `h1` is the pair identity, `h2` identifies the sum of the centroid components with the trace of `X c`, and `ring` cancels the squared centroids.

## From the budget to the optima

Two orthogonal matrices have the same budget, so their order by spread is the reverse of their order by separation.

```lean
/-- Of two orthogonal matrices, the one with the smaller spread has the larger centroid
separation, and conversely. -/
theorem spread_le_iff (X : d → Matrix (Fin N) (Fin N) ℝ) {U V : Matrix (Fin N) (Fin N) ℝ}
    (hU : Uᵀ * U = 1) (hV : Vᵀ * V = 1) :
    spread X U ≤ spread X V ↔ separation X V ≤ separation X U := by
  have h := (spread_add_separation X hU).trans (spread_add_separation X hV).symm
  rcases Nat.eq_zero_or_pos N with h0 | h0
  · subst h0
    simp [spread, separation]
  · have hN : (0 : ℝ) < N := by exact_mod_cast h0
    constructor
    · intro hle
      nlinarith [mul_nonneg hN.le (sub_nonneg.mpr hle)]
    · intro hle
      by_contra hlt
      nlinarith [mul_pos hN (sub_pos.mpr (not_le.mp hlt))]
```

For `N = 0` both quantities are empty sums, and the claim is immediate. For positive `N`, the equality `h` is combined with the sign of $N$ times the difference in spread. The converse direction assumes the opposite strict inequality and reaches a contradiction.

```lean
/-- An orthogonal `U` minimises the total spread over all orthogonal matrices if and only if
it maximises the sum of squared distances between orbital centroids. -/
theorem minimizes_spread_iff_maximizes_separation (X : d → Matrix (Fin N) (Fin N) ℝ)
    {U : Matrix (Fin N) (Fin N) ℝ} (hU : Uᵀ * U = 1) :
    (∀ V : Matrix (Fin N) (Fin N) ℝ, Vᵀ * V = 1 → spread X U ≤ spread X V) ↔
      ∀ V : Matrix (Fin N) (Fin N) ℝ, Vᵀ * V = 1 → separation X V ≤ separation X U :=
  forall₂_congr fun _ hV => spread_le_iff X hU hV
```

In words: the spread of `U` is at most that of every orthogonal `V` if and only if the separation of `U` is at least that of every orthogonal `V`. `forall₂_congr` applies the preceding comparison to each competitor. The theorem characterises an optimal `U`; it neither constructs one nor says that an algorithm will find it.

Practical localisation may stop at a local optimum, and the correspondence holds there too.

```lean
/-- Within any set `S` of orthogonal matrices, the local minima of the spread are the local
maxima of the centroid separation. -/
theorem localMin_spread_iff_localMax_separation (X : d → Matrix (Fin N) (Fin N) ℝ)
    {S : Set (Matrix (Fin N) (Fin N) ℝ)} (hS : ∀ V ∈ S, Vᵀ * V = 1)
    {U : Matrix (Fin N) (Fin N) ℝ} (hU : U ∈ S) :
    IsLocalMinOn (spread X) S U ↔ IsLocalMaxOn (separation X) S U := by
  refine Filter.eventually_congr ?_
  filter_upwards [self_mem_nhdsWithin] with V hV
  exact spread_le_iff X (hS U hU) (hS V hV)
```

The set `S` may be all orthogonal matrices or any part of them, such as the proper rotations. `IsLocalMinOn` compares `U` only with members of `S` sufficiently close to it. `filter_upwards` reduces the claim to an arbitrary member `V` of `S`, close to `U` or not, and the same pairwise comparison finishes the proof. Changing from one objective to the other therefore does not remove a spurious local solution.

## Mixing two orbitals at a time

A Jacobi sweep improves the orbitals by rotating one pair $i,j$ at a time. Let $U$ be the matrix before such a step and $V$ the matrix after it. The other centroids stay where they are, and the sum of all centroids is fixed by the traces, so $r_i+r_j$ is conserved. Because

$$\|r_i\|^2+\|r_j\|^2=\tfrac12\|r_i+r_j\|^2+\tfrac12\|r_i-r_j\|^2,$$

only the last term can change, and

$$\Omega(U)-\Omega(V)=\tfrac12\left[\|r_i(V)-r_j(V)\|^2-\|r_i(U)-r_j(U)\|^2\right].$$

The change in total spread can thus be read from the two centroids being mixed.

```lean
/-- If orthogonal `U` and `V` differ only in the orbitals `i ≠ j`, then going from `U` to `V`
lowers the spread by half the increase of the squared distance between those two centroids. -/
theorem spread_drop_of_pair_rotation (X : d → Matrix (Fin N) (Fin N) ℝ)
    {U V : Matrix (Fin N) (Fin N) ℝ} (hU : Uᵀ * U = 1) (hV : Vᵀ * V = 1)
    {i j : Fin N} (hij : i ≠ j) (hcol : ∀ k, k ≠ i → k ≠ j → ∀ m, V m k = U m k) :
    spread X U - spread X V
      = (‖centroid X V i - centroid X V j‖ ^ 2
          - ‖centroid X U i - centroid X U j‖ ^ 2) / 2 := by
  have hr : ∀ k, k ≠ i → k ≠ j → ∀ c, centroid X V k c = centroid X U k c := by
    intro k hi hj c
    simp [centroid, Matrix.mul_apply, hcol k hi hj]
  rw [spread_eq X hU, spread_eq X hV, EuclideanSpace.norm_sq_eq, EuclideanSpace.norm_sq_eq,
    ← Finset.sum_sub_distrib, ← Finset.sum_sub_distrib, Finset.sum_div]
  refine Finset.sum_congr rfl fun c _ => ?_
  simp only [PiLp.sub_apply, Real.norm_eq_abs, sq_abs]
  have tU : ∑ k, centroid X U k c = (X c).trace := sum_diag_rotated hU (X c)
  have tV : ∑ k, centroid X V k c = (X c).trace := sum_diag_rotated hV (X c)
  -- the sum of the two centroids is conserved
  have h1 : ∑ k, (centroid X V k c - centroid X U k c)
      = (centroid X V i c - centroid X U i c) + (centroid X V j c - centroid X U j c) :=
    Fintype.sum_eq_add i j hij fun k hk => by rw [hr k hk.1 hk.2 c, sub_self]
  -- only the two mixed orbitals change the sum of squares
  have h2 : ∑ k, (centroid X V k c ^ 2 - centroid X U k c ^ 2)
      = (centroid X V i c ^ 2 - centroid X U i c ^ 2)
        + (centroid X V j c ^ 2 - centroid X U j c ^ 2) :=
    Fintype.sum_eq_add i j hij fun k hk => by rw [hr k hk.1 hk.2 c, sub_self]
  rw [Finset.sum_sub_distrib, tU, tV, sub_self] at h1
  rw [Finset.sum_sub_distrib] at h2
  linear_combination h2 - (centroid X V i c + centroid X V j c + centroid X U i c
    + centroid X U j c) / 2 * h1
```

The hypothesis `hcol` says that every column other than `i` and `j` is the same in `U` and `V`. From it, `hr` obtains the unchanged centroids. `h1` then expresses the conservation of $r_i+r_j$ in one direction, and `h2` reduces the change in the sum of squares to the two mixed orbitals. The closing `linear_combination` is the identity for $\|r_i\|^2+\|r_j\|^2$ written in components.

## When the orbital space may change

Orthonormal columns alone do not suffice for the equivalence. Consider a single orbital in a two-dimensional space with $X=\operatorname{diag}(0,1)$. With one orbital there are no pairs, so every choice has separation zero and is a maximiser. The normalised orbital $(1,0)$ has spread $0$, while $(3/5,4/5)$ has spread $16/25-(16/25)^2=144/625$.

```lean
/-- For one orbital in a two-dimensional space with position matrix `diag(0, 1)`, the normalised
orbitals `(1, 0)` and `(3/5, 4/5)` have equal centroid separation but different spreads. -/
theorem equal_separation_different_spread :
    let X : Fin 1 → Matrix (Fin 2) (Fin 2) ℝ := fun _ => !![0, 0; 0, 1]
    let C : Matrix (Fin 2) (Fin 1) ℝ := !![1; 0]
    let D : Matrix (Fin 2) (Fin 1) ℝ := !![3 / 5; 4 / 5]
    Cᵀ * C = 1 ∧ Dᵀ * D = 1 ∧ separation X C = separation X D ∧ spread X C < spread X D := by
  intro X C D
  refine ⟨?_, ?_, ?_, ?_⟩
  · ext i j
    fin_cases i; fin_cases j
    simp [C, Matrix.mul_apply, Fin.sum_univ_succ]
  · ext i j
    fin_cases i; fin_cases j
    norm_num [D, Matrix.mul_apply, Fin.sum_univ_succ]
  · simp [separation, Finset.sum_filter]
  · norm_num [spread, centroid, X, C, D, Matrix.mul_apply, Fin.sum_univ_succ]

end

end CentroidSeparation
```

The four parts of the statement are the two normalisations, the equal separations and the strict inequality between the spreads. The two orbitals span different lines. Rotating the chosen orbitals among themselves, which for a single orbital can only change its sign, therefore cannot turn one into the other. In an electronic-structure calculation this is the difference between localising a given set of occupied orbitals and altering the occupied space itself.

```lean
#print axioms CentroidSeparation.minimizes_spread_iff_maximizes_separation
#print axioms CentroidSeparation.localMin_spread_iff_localMax_separation
#print axioms CentroidSeparation.spread_drop_of_pair_rotation
#print axioms CentroidSeparation.equal_separation_different_spread
```

```
'CentroidSeparation.minimizes_spread_iff_maximizes_separation' depends on axioms: [propext, Classical.choice, Quot.sound]
'CentroidSeparation.localMin_spread_iff_localMax_separation' depends on axioms: [propext, Classical.choice, Quot.sound]
'CentroidSeparation.spread_drop_of_pair_rotation' depends on axioms: [propext, Classical.choice, Quot.sound]
'CentroidSeparation.equal_separation_different_spread' depends on axioms: [propext, Classical.choice, Quot.sound]
```
